# Full Anderson mixing with nonzero diagonal weights searches the GMRES residual set of a linear system

Let $A$ be a linear operator, $b$ a vector, and $r_i = b - A x_i$ the residual of the iterate $x_i$. Full Anderson mixing sets $x_{k+1} = \sum_{i\le k} c_{k,i}(x_i + r_i)$ with weights obeying $\sum_{i\le k} c_{k,i} = 1$. If $c_{j,j} \ne 0$ for all $j < k$, the combinations $\sum_{i\le k} a_i r_i$ with $\sum_i a_i = 1$ are exactly the vectors $p(A) r_0$, with $p$ a polynomial of degree at most $k$ and $p(0) = 1$. After $k$ steps from $x_0$, GMRES minimises the Euclidean residual norm over this second set, so weights $c_{k,i}$ that minimise the same norm over the first set give a mixed vector $\sum_{i\le k} c_{k,i} x_i$ whose residual is minimal for GMRES too. The fixed-point map of a self-consistent-field calculation is nonlinear. For DIIS-type density mixing the result therefore describes the linearised model, in which the map is the affine $x \mapsto x + b - Ax$, with the whole history kept, the residual added undamped and the diagonal weights nonzero as above.

## The run and the two sets

In Lean 4 with Mathlib:

```lean
import Mathlib

open Polynomial Finset Matrix

namespace FullAndersonGMRES

noncomputable section

variable {K V : Type*} [Field K] [AddCommGroup V] [Module K V]
```

`V` is a vector space over a field `K`, for instance $\mathbb{R}$ or $\mathbb{C}$. Neither a finite dimension nor an inner product is assumed.

```lean
/-- Residual `b - A x` of a trial vector `x` for the linear system `A x = b`. -/
def res (A : Module.End K V) (b x : V) : V := b - A x
```

`Module.End K V` is the type of linear maps $V \to V$, and `res A b x` is $b - Ax$. The operator need not be invertible.

```lean
/-- `m` steps of full Anderson mixing: each row of weights sums to one and
`x_{k+1} = ∑_{i ≤ k} c_{k,i} (x_i + r_i)`. -/
structure IsAndersonRun (A : Module.End K V) (b : V) (c : ℕ → ℕ → K) (x : ℕ → V)
    (m : ℕ) : Prop where
  sum_one : ∀ k < m, ∑ i ∈ range (k + 1), c k i = 1
  step : ∀ k < m, x (k + 1) = ∑ i ∈ range (k + 1), c k i • (x i + res A b (x i))
```

A `structure` of type `Prop` bundles conditions. The symbol `•` is scalar multiplication and `range (k + 1)` is $\{0,\dots,k\}$, so `c k i` is $c_{k,i}$ and `x i` is $x_i$, counted from zero. For each of the $m$ steps $k < m$, `sum_one` is the constraint on row $k$ and `step` is the update. The weights are otherwise arbitrary, row $0$ is forced to $c_{0,0} = 1$ as soon as $m \ge 1$, and iterates beyond $x_m$ are unconstrained.

```lean
/-- The sum-one combinations of the residuals `r_0, …, r_k` of the stored iterates. -/
def mixSet (A : Module.End K V) (b : V) (x : ℕ → V) (k : ℕ) : Set V :=
  {v | ∃ a : ℕ → K, ∑ i ∈ range (k + 1), a i = 1 ∧
    v = ∑ i ∈ range (k + 1), a i • res A b (x i)}
```

This is $M_k = \{\sum_{i\le k} a_i r_i : \sum_{i\le k} a_i = 1\}$, the set that the mixing step searches. The $a_i$ are otherwise arbitrary elements of `K`.

```lean
/-- The GMRES residual set: all `p(A) r₀` with `deg p ≤ k` and `p(0) = 1`. -/
def gmresSet (A : Module.End K V) (r₀ : V) (k : ℕ) : Set V :=
  {v | ∃ p : K[X], p.natDegree ≤ k ∧ p.eval 0 = 1 ∧ v = aeval A p r₀}
```

`K[X]` holds the polynomials in a variable $X$, and `aeval A p r₀` substitutes $A$ for $X$ and applies the operator to $r_0$. The set is $G_k = \{p(A) r_0 : \deg p \le k,\ p(0) = 1\}$. Writing $p = 1 - X t$ gives $p(A) r_0 = b - A(x_0 + t(A) r_0)$, the residual of a vector displaced from $x_0$ within the Krylov space spanned by $r_0, \dots, A^{k-1} r_0$.

## One step in terms of residuals

```lean
variable {A : Module.End K V} {b : V} {c : ℕ → ℕ → K} {x : ℕ → V} {m : ℕ}

/-- The residual of a sum-one combination of vectors is the same combination of residuals. -/
theorem res_comb (A : Module.End K V) (b : V) (s : Finset ℕ) (a : ℕ → K) (x : ℕ → V)
    (ha : ∑ i ∈ s, a i = 1) :
    res A b (∑ i ∈ s, a i • x i) = ∑ i ∈ s, a i • res A b (x i) := by
  simp only [res, smul_sub, sum_sub_distrib, map_sum, map_smul, ← sum_smul, ha, one_smul]
```

For weights summing to one over a finite index set `s`,
$$b - A\sum_i a_i x_i = \sum_i a_i b - \sum_i a_i A x_i = \sum_i a_i (b - A x_i).$$
The `simp only` call uses linearity of $A$ and the hypothesis `ha` to collapse $\sum_i a_i b$ to $b$.

```lean
/-- An Anderson step is `x_{k+1} = y + (b - A y)` with the mixed iterate `y = ∑ c_{k,i} x_i`. -/
theorem step_eq (h : IsAndersonRun A b c x m) {k : ℕ} (hk : k < m) :
    x (k + 1) = (∑ i ∈ range (k + 1), c k i • x i)
      + res A b (∑ i ∈ range (k + 1), c k i • x i) := by
  rw [h.step k hk, res_comb A b _ (c k) x (h.sum_one k hk)]
  simp only [smul_add, sum_add_distrib]
```

With $y = \sum_{i\le k} c_{k,i} x_i$, the update splits as $x_{k+1} = y + \sum_i c_{k,i} r_i = y + (b - Ay)$, the last equality being `res_comb`. The argument `h` is the assumption that the data form a run.

```lean
/-- Residual recursion: `r_{k+1} = (1 - A) ∑ c_{k,i} r_i`. -/
theorem res_succ (h : IsAndersonRun A b c x m) {k : ℕ} (hk : k < m) :
    res A b (x (k + 1)) = (∑ i ∈ range (k + 1), c k i • res A b (x i))
      - A (∑ i ∈ range (k + 1), c k i • res A b (x i)) := by
  rw [step_eq h hk, ← res_comb A b _ (c k) x (h.sum_one k hk)]
  simp only [res, map_add, map_sub]
  abel
```

Let $\rho = \sum_{i\le k} c_{k,i} r_i = b - Ay$. Then $r_{k+1} = b - A(y + \rho) = \rho - A\rho$. The proof rewrites with `step_eq` and `res_comb`, expands $A$ over the sum, and lets `abel` cancel terms.

## Residuals as polynomials in $A$

```lean
/-- A linear combination of polynomials in `A` acts on a vector term by term. -/
theorem aeval_comb (A : Module.End K V) (s : Finset ℕ) (a : ℕ → K) (q : ℕ → K[X]) (v : V) :
    aeval A (∑ i ∈ s, a i • q i) v = ∑ i ∈ s, a i • aeval A (q i) v := by
  simp [map_sum, LinearMap.sum_apply]
```

For polynomials $q_i$ and a vector $v$, $\left(\sum_i a_i q_i\right)(A)\, v = \sum_i a_i\, q_i(A) v$.

```lean
/-- Each Anderson residual is `r_i = q(A) r_0` with `deg q ≤ i`, `q(0) = 1` and
`X^i` coefficient `(-1)^i ∏_{j<i} c_{j,j}`. -/
theorem exists_residual_poly (h : IsAndersonRun A b c x m) (i : ℕ) (hi : i ≤ m) :
    ∃ q : K[X], q.natDegree ≤ i ∧ q.eval 0 = 1 ∧
      res A b (x i) = aeval A q (res A b (x 0)) ∧
      q.coeff i = (-1) ^ i * ∏ j ∈ range i, c j j := by
  induction i using Nat.strong_induction_on with
  | _ i ih =>
  rcases i with _ | k
  · exact ⟨1, by simp, by simp, by simp, by simp⟩
  choose! q hd h0 hr hc using ih
  have hk : k < m := by omega
  have hm : ∀ i ∈ range (k + 1), i < k + 1 ∧ i ≤ m := fun i hi => by
    have := mem_range.1 hi
    omega
  -- `s` represents the mixed residual, the new polynomial is `(1 - X) s`
  obtain ⟨s, hs⟩ : ∃ s : K[X], s = ∑ i ∈ range (k + 1), c k i • q i := ⟨_, rfl⟩
  have hco : ∀ n, s.coeff n = ∑ i ∈ range (k + 1), c k i * (q i).coeff n := by
    intro n
    simp [hs]
  have hsd : s.natDegree ≤ k := by
    rw [hs]
    refine natDegree_sum_le_of_forall_le _ _ fun i hi => (natDegree_smul_le _ _).trans ?_
    have h1 := hd i (hm i hi).1 (hm i hi).2
    have h2 := (hm i hi).1
    omega
  have hs0 : s.eval 0 = 1 := by
    rw [← coeff_zero_eq_eval_zero, hco, ← h.sum_one k hk]
    refine sum_congr rfl fun i hi => ?_
    rw [coeff_zero_eq_eval_zero, h0 i (hm i hi).1 (hm i hi).2, mul_one]
  have hz : ∑ i ∈ range k, c k i * (q i).coeff k = 0 := by
    refine sum_eq_zero fun i hi => ?_
    have h1 := mem_range.1 hi
    have h2 := hd i (by omega) (by omega)
    rw [coeff_eq_zero_of_natDegree_lt (lt_of_le_of_lt h2 h1), mul_zero]
  have hsk : s.coeff k = c k k * (q k).coeff k := by
    rw [hco, sum_range_succ, hz, zero_add]
  have hsr : aeval A s (res A b (x 0)) = ∑ i ∈ range (k + 1), c k i • res A b (x i) := by
    rw [hs, aeval_comb]
    exact sum_congr rfl fun i hi => by rw [← hr i (hm i hi).1 (hm i hi).2]
  refine ⟨s - X * s, ?_, by simp [hs0], ?_, ?_⟩
  · have h1 : (X : K[X]).natDegree ≤ 1 := natDegree_X_le
    have h2 : (X * s).natDegree ≤ (X : K[X]).natDegree + s.natDegree := natDegree_mul_le
    exact (natDegree_sub_le _ _).trans (max_le (by omega) (by omega))
  · rw [res_succ h hk, ← hsr]
    simp [Module.End.mul_apply]
  · have h1 : s.natDegree < k + 1 := by omega
    rw [coeff_sub, coeff_X_mul, coeff_eq_zero_of_natDegree_lt h1, hsk,
      hc k (by omega) (by omega), prod_range_succ]
    ring
```

For every $i \le m$ there is a polynomial $q_i$ with $\deg q_i \le i$, $q_i(0) = 1$, $r_i = q_i(A) r_0$, and $X^i$ coefficient $(-1)^i \prod_{j<i} c_{j,j}$. Nothing is assumed about the diagonal weights here.

The argument is strong induction, because $r_{k+1}$ depends on all earlier residuals. Take $q_0 = 1$, where the product is empty. Given $q_0, \dots, q_k$, which `choose!` collects into one family `q`, put $s = \sum_{i\le k} c_{k,i} q_i$. Then $\deg s \le k$ (`hsd`), $s(0) = \sum_i c_{k,i} = 1$ (`hs0`), and $s(A) r_0 = \rho$ (`hsr`). Only $q_k$ can reach $X^k$ (`hz`), so the $X^k$ coefficient of $s$ is $c_{k,k}$ times that of $q_k$ (`hsk`). The new polynomial is $q_{k+1} = s - Xs$, written `s - X * s`. Its degree is at most $k+1$, its value at zero is $s(0) = 1$, and `res_succ` gives $q_{k+1}(A) r_0 = \rho - A\rho = r_{k+1}$. Its $X^{k+1}$ coefficient comes from $-Xs$ alone and equals $-c_{k,k}(-1)^k \prod_{j<k} c_{j,j} = (-1)^{k+1}\prod_{j<k+1} c_{j,j}$.

```lean
/-- Polynomials `q_0, …, q_{n-1}` with `q_i` of degree exactly `i` span all polynomials
of degree below `n`. -/
theorem triangular_span (q : ℕ → K[X]) (n : ℕ)
    (hq : ∀ i < n, (q i).natDegree ≤ i ∧ (q i).coeff i ≠ 0) (p : K[X])
    (hp : ∀ j, n ≤ j → p.coeff j = 0) : ∃ a : ℕ → K, p = ∑ i ∈ range n, a i • q i := by
  induction n generalizing p with
  | zero => exact ⟨0, by ext j; simp [hp j (Nat.zero_le j)]⟩
  | succ n ih =>
    obtain ⟨hd, hne⟩ := hq n (by omega)
    -- remove the top coefficient with `q n`
    obtain ⟨a, ha⟩ := ih (fun i hi => hq i (by omega))
      (p - (p.coeff n / (q n).coeff n) • q n) (by
        intro j hj
        rw [coeff_sub, coeff_smul, smul_eq_mul]
        rcases hj.eq_or_lt with rfl | hlt
        · rw [div_mul_cancel₀ _ hne, sub_self]
        · rw [hp j hlt, coeff_eq_zero_of_natDegree_lt (lt_of_le_of_lt hd hlt), mul_zero,
            sub_self])
    refine ⟨fun i => if i = n then p.coeff n / (q n).coeff n else a i, ?_⟩
    have h1 : ∑ i ∈ range n, (if i = n then p.coeff n / (q n).coeff n else a i) • q i
        = ∑ i ∈ range n, a i • q i :=
      sum_congr rfl fun i hi => by rw [if_neg (mem_range.1 hi).ne]
    rw [sum_range_succ, h1, ← ha]
    simp
```

If $q_0, \dots, q_{n-1}$ have $\deg q_i \le i$ and nonzero $X^i$ coefficient, every $p$ whose coefficients vanish from $X^n$ upwards is a combination of them; for $n = 0$ this $p$ is zero. The proof is back substitution. In the step from $n$ to $n+1$, let $\lambda$ be the $X^n$ coefficient of $p$ divided by that of $q_n$. Then $p - \lambda q_n$ has no $X^n$ term, the induction hypothesis `ih` expands it in $q_0, \dots, q_{n-1}$, and $a_n = \lambda$ completes the list.

## Equality of the sets

```lean
/-- For a full Anderson run with `c_{j,j} ≠ 0` for `j < k`, the sum-one combinations of
`r_0, …, r_k` are exactly the vectors `p(A) r_0` with `deg p ≤ k`, `p(0) = 1`. -/
theorem mixSet_eq_gmresSet (h : IsAndersonRun A b c x m) {k : ℕ} (hk : k ≤ m)
    (hc : ∀ j < k, c j j ≠ 0) : mixSet A b x k = gmresSet A (res A b (x 0)) k := by
  choose! q hd h0 hr hl using fun i (hi : i ≤ k) => exists_residual_poly h i (hi.trans hk)
  have hm : ∀ i ∈ range (k + 1), i ≤ k := fun i hi => Nat.lt_succ_iff.1 (mem_range.1 hi)
  -- evaluation at zero reads off the sum of the weights
  have hev : ∀ a : ℕ → K,
      (∑ i ∈ range (k + 1), a i • q i).eval 0 = ∑ i ∈ range (k + 1), a i := by
    intro a
    have h1 : (∑ i ∈ range (k + 1), a i • q i).coeff 0
        = ∑ i ∈ range (k + 1), a i * (q i).coeff 0 := by simp
    rw [← coeff_zero_eq_eval_zero, h1]
    exact sum_congr rfl fun i hi => by rw [coeff_zero_eq_eval_zero, h0 i (hm i hi), mul_one]
  have hae : ∀ a : ℕ → K, ∑ i ∈ range (k + 1), a i • res A b (x i)
      = aeval A (∑ i ∈ range (k + 1), a i • q i) (res A b (x 0)) := by
    intro a
    rw [aeval_comb]
    exact sum_congr rfl fun i hi => by rw [← hr i (hm i hi)]
  ext v
  constructor
  · rintro ⟨a, ha, rfl⟩
    exact ⟨_, natDegree_sum_le_of_forall_le _ _ fun i hi =>
      (natDegree_smul_le _ _).trans ((hd i (hm i hi)).trans (hm i hi)),
      (hev a).trans ha, hae a⟩
  · rintro ⟨p, hp, hp0, rfl⟩
    obtain ⟨a, rfl⟩ := triangular_span q (k + 1) (fun i hi => ⟨hd i (by omega), by
      rw [hl i (by omega)]
      refine mul_ne_zero (pow_ne_zero _ (by simp)) (prod_ne_zero_iff.2 fun j hj => hc j ?_)
      have := mem_range.1 hj
      omega⟩) p (fun j hj => coeff_eq_zero_of_natDegree_lt (by omega))
    exact ⟨a, (hev a).symm.trans hp0, (hae a).symm⟩
```

For $k \le m$ and $c_{j,j} \ne 0$ for $j < k$, $M_k = G_k$. The hypothesis `hc` says that each earlier step gave its newest iterate a nonzero weight, so that the highest available power of $A$ was passed on. It is assumed, not derived from a rule for choosing weights. At $k = 0$ it is empty and both sets are $\{r_0\}$.

Two identities carry the proof. For any $a$ and $p = \sum_{i\le k} a_i q_i$, one has $p(0) = \sum_i a_i$ (`hev`) and $p(A) r_0 = \sum_i a_i r_i$ (`hae`). After `ext v` and `constructor` the two inclusions are separate goals. An element of $M_k$ yields this $p$, with degree at most $k$ and $p(0) = 1$; `hc` is not used for that. Conversely, a given $p$ is expanded by `triangular_span`, whose hypothesis holds because $(-1)^i\prod_{j<i} c_{j,j} \ne 0$ for $i \le k$, and $p(0) = 1$ becomes $\sum_i a_i = 1$.

```lean
/-- If row `k` minimises a merit function `N` over sum-one residual combinations, then the
residual of `y = ∑ c_{k,i} x_i` lies in the GMRES set, minimises `N` on it, and
`x_{k+1} = y + (b - A y)`. -/
theorem anderson_matches_gmres (h : IsAndersonRun A b c x m) {k : ℕ} (hk : k < m)
    (hc : ∀ j < k, c j j ≠ 0) (N : V → ℝ)
    (hmin : ∀ v ∈ mixSet A b x k, N (∑ i ∈ range (k + 1), c k i • res A b (x i)) ≤ N v)
    (y : V) (hy : y = ∑ i ∈ range (k + 1), c k i • x i) :
    res A b y ∈ gmresSet A (res A b (x 0)) k ∧
      (∀ v ∈ gmresSet A (res A b (x 0)) k, N (res A b y) ≤ N v) ∧
      x (k + 1) = y + res A b y := by
  subst hy
  rw [← mixSet_eq_gmresSet h hk.le hc]
  have hres := res_comb A b _ (c k) x (h.sum_one k hk)
  exact ⟨⟨c k, h.sum_one k hk, hres⟩, fun v hv => hres ▸ hmin v hv, step_eq h hk⟩
```

`N` is any real function on $V$; the Euclidean norm or its square gives least-squares mixing. The hypothesis `hmin` says that $\rho$ minimises $N$ over $M_k$. The conclusion is that $b - Ay$ lies in $G_k$, minimises $N$ over $G_k$, and that $x_{k+1} = y + (b - Ay)$. The proof replaces $G_k$ by $M_k$, identifies $b - Ay$ with $\rho$ (`hres`), and cites `hmin` and `step_eq`.

GMRES enters only through its search set and minimisation property, with no orthogonalisation procedure. The match concerns the residual of the mixed vector $y$, whereas $x_{k+1}$ lies one plain fixed-point step further. The theorem does not identify $y$ with a GMRES iterate, and it asserts neither that a minimiser exists nor that it is unique. Arithmetic is exact, and convergence, truncated histories, damping and nonlinear maps are not treated.

## A zero diagonal weight

```lean
/-- The operator `diag(1, 2, 3)` on `ℝ³`. -/
def diag123 : Module.End ℝ (Fin 3 → ℝ) := Matrix.toLin' (Matrix.diagonal ![1, 2, 3])
```

This is $A = \mathrm{diag}(1,2,3)$ acting on $\mathbb{R}^3$, written `Fin 3 → ℝ`.

```lean
/-- The iterates `0, (1,1,1), (1,1,1), …`. -/
def stuckIter (n : ℕ) : Fin 3 → ℝ := if n = 0 then ![0, 0, 0] else ![1, 1, 1]
```

The iterates are $x_0 = 0$ and $x_n = (1,1,1)$ for $n \ge 1$.

```lean
/-- For `A = diag(1,2,3)`, `b = (1,1,1)` and all weight on the oldest iterate (`c_{1,1} = 0`),
`(2,5,10)` is in the GMRES set at `k = 2` but is no sum-one combination of `r_0, r_1, r_2`. -/
theorem zero_diagonal_fails :
    IsAndersonRun diag123 ![1, 1, 1] (fun _ i => if i = 0 then 1 else 0) stuckIter 2 ∧
      ![2, 5, 10] ∈ gmresSet diag123 (res diag123 ![1, 1, 1] (stuckIter 0)) 2 ∧
      ![2, 5, 10] ∉ mixSet diag123 ![1, 1, 1] stuckIter 2 := by
  have hA : ∀ v, diag123 v = ![v 0, 2 * v 1, 3 * v 2] := by
    intro v
    ext i
    fin_cases i <;> simp [diag123, Matrix.mulVec_diagonal]
  refine ⟨⟨fun k _ => by simp, fun k hk => ?_⟩, ⟨1 + X ^ 2, by compute_degree, by simp, ?_⟩, ?_⟩
  · interval_cases k <;> ext j <;> fin_cases j <;>
      simp [sum_range_succ, res, stuckIter, hA]
  · simp only [map_add, map_one, map_mul, aeval_X, pow_two, LinearMap.add_apply,
      Module.End.mul_apply, Module.End.one_apply, hA]
    ext j
    fin_cases j <;> simp [res, stuckIter, hA] <;> norm_num
  · rintro ⟨a, -, hv⟩
    have h0 := congrFun hv 0
    have h1 := congrFun hv 1
    have h2 := congrFun hv 2
    simp [sum_range_succ, res, stuckIter, hA] at h0 h1 h2
    linarith
```

With $b = (1,1,1)$ and all weight on $i = 0$, both steps give $x_0 + r_0 = (1,1,1)$, so this is a two-step run with $c_{0,0} = 1$ and $c_{1,1} = 0$. The residuals are $r_0 = (1,1,1)$ and $r_1 = r_2 = (0,-1,-2)$. The polynomial `1 + X ^ 2` puts $(1 + A^2) r_0 = (2,5,10)$ in $G_2$. A combination of residuals has the form $(a_0,\ a_0 - \sigma,\ a_0 - 2\sigma)$ with $\sigma = a_1 + a_2$. Matching $(2,5,10)$ needs $a_0 = 2$, then $\sigma = -3$ and also $\sigma = -4$, the contradiction that `linarith` finds. So $M_2 \ne G_2$ for this run, whose weights are prescribed and not chosen by least squares.

## A least-squares run

```lean
/-- The iterates `0, (1,1,1), (1,4/7,1/7)`. -/
def wIter : ℕ → Fin 3 → ℝ
  | 0 => ![0, 0, 0]
  | 1 => ![1, 1, 1]
  | _ + 2 => ![1, 4 / 7, 1 / 7]
```

The iterates are $x_0 = 0$, $x_1 = (1,1,1)$ and $x_2 = (1, 4/7, 1/7)$.

```lean
/-- The weights `c_{0,0} = 1`, `c_{1,0} = 4/7`, `c_{1,1} = 3/7`. -/
def wCoeff : ℕ → ℕ → ℝ
  | 0, _ => 1
  | _ + 1, 0 => 4 / 7
  | _ + 1, _ + 1 => 3 / 7
```

Row $0$ is $c_{0,0} = 1$ and row $1$ is $c_{1,0} = 4/7$, $c_{1,1} = 3/7$; a two-step run reads no other entries.

```lean
/-- For `A = diag(1,2,3)`, `b = (1,1,1)` these data form a two-step Anderson run with nonzero
diagonal weights, whose row `1` minimises the squared Euclidean norm of the mixed residual. -/
theorem anderson_witness :
    IsAndersonRun diag123 ![1, 1, 1] wCoeff wIter 2 ∧ (∀ j < 2, wCoeff j j ≠ 0) ∧
      ∀ v ∈ mixSet diag123 ![1, 1, 1] wIter 1,
        (∑ i ∈ range (1 + 1), wCoeff 1 i • res diag123 ![1, 1, 1] (wIter i)) ⬝ᵥ
          (∑ i ∈ range (1 + 1), wCoeff 1 i • res diag123 ![1, 1, 1] (wIter i)) ≤ v ⬝ᵥ v := by
  have hA : ∀ v, diag123 v = ![v 0, 2 * v 1, 3 * v 2] := by
    intro v
    ext i
    fin_cases i <;> simp [diag123, Matrix.mulVec_diagonal]
  refine ⟨⟨fun k hk => ?_, fun k hk => ?_⟩, fun j hj => ?_, ?_⟩
  · interval_cases k <;> simp [sum_range_succ, wCoeff]
    norm_num
  · interval_cases k <;> ext j <;> fin_cases j <;>
      simp [sum_range_succ, res, wCoeff, wIter, hA] <;> norm_num
  · interval_cases j <;> simp [wCoeff]
  · rintro v ⟨a, ha, rfl⟩
    have h1 : a 1 = 1 - a 0 := by
      simp [sum_range_succ] at ha
      linarith
    simp [sum_range_succ, dotProduct, Fin.sum_univ_three, res, wCoeff, wIter, hA, h1]
    nlinarith [sq_nonneg (a 0 - 4 / 7)]

end

end FullAndersonGMRES
```

For the same $A$ and $b$ these data satisfy what `anderson_matches_gmres` requires at $k = 1$, with $N(v) = v \cdot v$, written `v ⬝ᵥ v`. Eliminating $a_1 = 1 - a_0$ (`h1`), an element of $M_1$ is $a_0 r_0 + (1 - a_0) r_1 = (a_0,\ 2a_0 - 1,\ 3a_0 - 2)$, with squared norm
$$14a_0^2 - 16a_0 + 5 = 14\left(a_0 - \tfrac47\right)^2 + \tfrac37 .$$
The hint `sq_nonneg (a 0 - 4 / 7)` hands `nlinarith` this square. At the minimum $\rho = (4, 1, -2)/7$, so $\lVert\rho\rVert / \lVert r_0\rVert = 1/\sqrt7$, and with $y = \tfrac37(1,1,1)$ the sum $y + \rho$ is $x_2$.

```lean
#print axioms FullAndersonGMRES.anderson_matches_gmres
-- 'FullAndersonGMRES.anderson_matches_gmres' depends on axioms: [propext, Classical.choice, Quot.sound]
#print axioms FullAndersonGMRES.zero_diagonal_fails
-- 'FullAndersonGMRES.zero_diagonal_fails' depends on axioms: [propext, Classical.choice, Quot.sound]
```
